# Exchanges of finitely many Majoranas generate only a finite group of gates

Suppose I compile a target rotation into Majorana exchanges, expecting longer braids to approximate it better. If the exchanges generate only finitely many gates, the error stops shrinking at some length and searching further is wasted. I believe that this happens for any finite number of Majoranas, so that braiding alone is not universal. Can this be made rigorous and machine-checked?

## Every product of exchange gates shortens to a bounded length

Yes. For Majorana operators g_a and the gate B_ab that exchanges Majoranas a and b, let

g_a g_b + g_b g_a = 2δ_ab, B_ab = (1 + g_b g_a)/√2 for a ≠ b.

Then g_a² = 1, and different Majoranas anticommute. With X = g_b g_a this gives X² = −g_b² g_a² = −1 and B_ba = (1 − X)/√2, so

B_ab B_ba = (1 − X²)/2 = 1, B_ab² = X, B_ab⁴ = −1, B_ab⁸ = 1.

Since g_a X = −g_b and X g_b = −g_a, writing B = B_ab gives

g_a B = (g_a − g_b)/√2 = −B g_b.

Likewise g_b B = B g_a, and every other g_c commutes with B. Hence B⁻¹ g_d g_c B = ±g_d' g_c', with c' ≠ d'. A minus sign only reverses the product, so B⁻¹ B_cd B is again an exchange gate.

Finitely many Majoranas have finitely many exchange gates; let N be their number, and take any word in them. By x t = t(t⁻¹ x t), a gate t moves left past x, leaving another gate in x's place. A word longer than 7N contains some t eight times; collect these copies in front, delete t⁸ = 1, and repeat until the length is at most 7N. Inverses are seventh powers, so words of length at most 7N give the whole group.

For non-universality, let p + qX = 0. Multiplying by g_a on both sides gives p − qX = 0, so p = 0, and then q = 0 because X² = −1 ≠ 0. The rotations

cos θ_n + sin θ_n X = cos θ_n (1 + nX), θ_n = arctan n,

are therefore pairwise non-proportional, and finitely many gates times phases cannot include them all. Those multiples form a compact, hence closed, set, so a missed rotation is not a limit either.

## What the theorems cover

`IsMajorana g` is the Clifford relation for a family `g : ι → A` in a complex algebra, and `braidGroup g` is the subgroup of units generated by the gates `braid g a b` with `a ≠ b`. Beyond the Clifford relation, `braidGroup_finite` needs only `Finite ι`; self-adjointness enters in `braid_unitary`. `braiding_not_universal` also assumes two different Majoranas, a nontrivial algebra and a Hausdorff topology with continuous scalar multiplication. `pauli_witness` shows that the three Pauli matrices satisfy the relations. This is an algebraic example, not three independent Majorana modes, because σ_z = −iσ_xσ_y.

For Majorana-based quantum computing, this limits ideal exchanges without measurements or other gates. The exchange gate is postulated, not derived from a Hamiltonian, and gates are compared in the full algebra, not on an encoded subspace.

In Lean 4 with Mathlib:

```lean
import Mathlib

namespace MajoranaBraiding

noncomputable section

/-- A finite set of group elements with a common finite exponent, closed under conjugation by
its own members, generates a finite group. -/
theorem finite_closure_of_conj {G : Type*} [Group G] {T : Set G} (hfin : T.Finite)
    (hT : ∀ s ∈ T, ∀ t ∈ T, t⁻¹ * s * t ∈ T) (k : ℕ) (hk : ∀ t ∈ T, t ^ (k + 1) = 1) :
    (Subgroup.closure T : Set G).Finite := by
  classical
  have hp : ∀ t ∈ T, ∀ j : ℕ, ∀ s ∈ T, (t ^ j)⁻¹ * s * t ^ j ∈ T := by
    intro t ht j
    induction j with
    | zero => intro s hs; simpa using hs
    | succ j ih =>
      intro s hs
      have := hT _ (ih s hs) t ht
      rw [pow_succ, mul_inv_rev]
      simpa only [mul_assoc] using this
  -- copies of a letter can be collected at the front of a word
  have pull : ∀ t ∈ T, ∀ l : List G, (∀ x ∈ l, x ∈ T) → ∀ j ≤ l.count t,
      ∃ m : List G, (∀ x ∈ m, x ∈ T) ∧ m.length + j = l.length ∧ l.prod = t ^ j * m.prod := by
    intro t ht l
    induction l with
    | nil =>
      intro _ j hj
      obtain rfl : j = 0 := by simpa using hj
      exact ⟨[], by simp, by simp, by simp⟩
    | cons x l ih =>
      intro hl j hj
      have hl' : ∀ y ∈ l, y ∈ T := fun y hy => hl y (List.mem_cons_of_mem _ hy)
      by_cases hxt : x = t
      · cases j with
        | zero => exact ⟨x :: l, hl, by simp, by simp⟩
        | succ j =>
          obtain ⟨m, h1, h2, h3⟩ := ih hl' j (by
            rw [hxt, List.count_cons_self] at hj; omega)
          exact ⟨m, h1, by simp only [List.length_cons]; omega,
            by rw [List.prod_cons, h3, hxt, pow_succ', mul_assoc]⟩
      · obtain ⟨m, h1, h2, h3⟩ := ih hl' j (by simpa [List.count_cons, hxt] using hj)
        refine ⟨((t ^ j)⁻¹ * x * t ^ j) :: m, ?_, ?_, ?_⟩
        · intro y hy
          rcases List.mem_cons.1 hy with rfl | hy
          · exact hp t ht j x (hl x (by simp))
          · exact h1 y hy
        · simp only [List.length_cons]; omega
        · rw [List.prod_cons, List.prod_cons, h3]
          simp only [mul_assoc, mul_inv_cancel_left]
  have hW : ∀ N : ℕ, {x : G | ∃ l : List G, (∀ y ∈ l, y ∈ T) ∧ l.length ≤ N ∧
      l.prod = x}.Finite := by
    intro N
    induction N with
    | zero =>
      refine (Set.finite_singleton (1 : G)).subset ?_
      rintro x ⟨l, _, h, rfl⟩
      have : l = [] := List.length_eq_zero_iff.1 (by omega)
      simp [this]
    | succ N ih =>
      refine ((Set.finite_singleton (1 : G)).union
        (hfin.image2 (fun a b => a * b) ih)).subset ?_
      rintro x ⟨l, hl, h, rfl⟩
      cases l with
      | nil => left; simp
      | cons y l =>
        right
        exact ⟨y, hl y (by simp), l.prod, ⟨l, fun z hz => hl z (List.mem_cons_of_mem _ hz),
          by simpa using h, rfl⟩, by simp⟩
  have hc : ∀ l : List G, (∀ y ∈ l, y ∈ T) →
      l.length ≤ ∑ t ∈ hfin.toFinset, l.count t := by
    intro l
    induction l with
    | nil => simp
    | cons x l ih =>
      intro hl
      have hx : x ∈ hfin.toFinset := hfin.mem_toFinset.2 (hl x (by simp))
      have := ih fun y hy => hl y (List.mem_cons_of_mem _ hy)
      simp only [List.count_cons, Finset.sum_add_distrib, List.length_cons, beq_iff_eq,
        Finset.sum_ite_eq, hx, if_true]
      omega
  -- a long word repeats some letter k + 1 times, and those copies cancel
  have hs : ∀ n : ℕ, ∀ l : List G, l.length = n → (∀ y ∈ l, y ∈ T) → ∃ m : List G,
      (∀ y ∈ m, y ∈ T) ∧ m.length ≤ hfin.toFinset.card * k ∧ m.prod = l.prod := by
    intro n
    induction n using Nat.strong_induction_on with
    | _ n ih =>
      intro l hn hl
      by_cases h : l.length ≤ hfin.toFinset.card * k
      · exact ⟨l, hl, h, rfl⟩
      obtain ⟨t, ht, hct⟩ : ∃ t ∈ hfin.toFinset, k < l.count t := by
        by_contra hcon
        have := Finset.sum_le_card_nsmul hfin.toFinset (fun t => l.count t) k
          fun t ht => not_lt.1 fun hlt => hcon ⟨t, ht, hlt⟩
        rw [smul_eq_mul] at this
        exact h ((hc l hl).trans this)
      have htT := hfin.mem_toFinset.1 ht
      obtain ⟨m, h1, h2, h3⟩ := pull t htT l hl (k + 1) hct
      obtain ⟨m', h4, h5, h6⟩ := ih m.length (by omega) m rfl h1
      exact ⟨m', h4, h5, by rw [h6, h3, hk t htT, one_mul]⟩
  have hinv : ∀ l : List G, (∀ y ∈ l, y ∈ T) →
      ∃ m : List G, (∀ y ∈ m, y ∈ T) ∧ m.prod = l.prod⁻¹ := by
    intro l
    induction l with
    | nil => intro _; exact ⟨[], by simp, by simp⟩
    | cons x l ih =>
      intro hl
      obtain ⟨m, h1, h2⟩ := ih fun y hy => hl y (List.mem_cons_of_mem _ hy)
      have hx := hl x (by simp)
      have e : x ^ k = x⁻¹ := eq_inv_of_mul_eq_one_left (by rw [← pow_succ, hk x hx])
      refine ⟨m ++ List.replicate k x, ?_, ?_⟩
      · intro y hy
        rcases List.mem_append.1 hy with hy | hy
        · exact h1 y hy
        · rw [List.eq_of_mem_replicate hy]; exact hx
      · rw [List.prod_append, List.prod_replicate, h2, e, List.prod_cons, mul_inv_rev]
  have hw : ∀ x ∈ Subgroup.closure T, ∃ l : List G, (∀ y ∈ l, y ∈ T) ∧ l.prod = x := by
    intro x hx
    induction hx using Subgroup.closure_induction with
    | mem x hx => exact ⟨[x], by simpa using hx, by simp⟩
    | one => exact ⟨[], by simp, by simp⟩
    | mul x y _ _ hx hy =>
      obtain ⟨l, hl, h1⟩ := hx
      obtain ⟨m, hm, h2⟩ := hy
      exact ⟨l ++ m, fun z hz => (List.mem_append.1 hz).elim (hl z) (hm z),
        by rw [List.prod_append, h1, h2]⟩
    | inv x _ hx =>
      obtain ⟨l, hl, h1⟩ := hx
      rw [← h1]
      exact hinv l hl
  refine (hW (hfin.toFinset.card * k)).subset fun x hx => ?_
  obtain ⟨l, hl, rfl⟩ := hw x hx
  exact hs _ l rfl hl

variable {ι A : Type*} [DecidableEq ι] [Ring A] [Algebra ℂ A]

/-- The Majorana relations `g_a g_b + g_b g_a = 2 δ_ab`. -/
def IsMajorana (g : ι → A) : Prop :=
  ∀ a b, g a * g b + g b * g a = (if a = b then (2 : ℂ) else 0) • (1 : A)

/-- The element `(1 + g_b g_a) / √2`, which is the exchange gate when `a ≠ b`. -/
def braid (g : ι → A) (a b : ι) : A := ((√2 : ℝ) : ℂ)⁻¹ • (1 + g b * g a)

/-- The group of units generated by all exchange gates of two different Majoranas. -/
def braidGroup (g : ι → A) : Subgroup Aˣ :=
  Subgroup.closure {u | ∃ a b, a ≠ b ∧ (u : A) = braid g a b}

/-- The rotation `cos θ + sin θ g_b g_a` in a pair of Majoranas. -/
def rotation (g : ι → A) (a b : ι) (θ : ℝ) : A :=
  ((Real.cos θ : ℝ) : ℂ) • (1 : A) + ((Real.sin θ : ℝ) : ℂ) • (g b * g a)

/-- Each Majorana squares to one, different ones anticommute, and the product of two different
ones squares to minus one. -/
theorem majorana_rules {g : ι → A} (h : IsMajorana g) :
    (∀ a, g a * g a = 1) ∧ (∀ a b, a ≠ b → g a * g b = -(g b * g a)) ∧
      ∀ a b, a ≠ b → (g b * g a) * (g b * g a) = -1 := by
  have sq : ∀ a, g a * g a = 1 := by
    intro a
    have e := h a a
    rw [if_pos rfl, ← two_smul ℂ (g a * g a)] at e
    have e' := congrArg (fun x => (2 : ℂ)⁻¹ • x) e
    simpa only [inv_smul_smul₀ (two_ne_zero : (2 : ℂ) ≠ 0)] using e'
  have anti : ∀ a b, a ≠ b → g a * g b = -(g b * g a) := by
    intro a b hab
    have e := h a b
    rw [if_neg hab, zero_smul] at e
    exact eq_neg_of_add_eq_zero_left e
  refine ⟨sq, anti, fun a b hab => ?_⟩
  calc (g b * g a) * (g b * g a) = g b * (g a * g b) * g a := by simp only [mul_assoc]
    _ = -((g b * g b) * (g a * g a)) := by
      rw [anti a b hab]; simp only [mul_neg, neg_mul, mul_assoc]
    _ = -1 := by rw [sq, sq, one_mul]

/-- Exchanging in the opposite order undoes an exchange, and eight equal exchanges give the
identity. -/
theorem braid_inverse_and_order {g : ι → A} (h : IsMajorana g) {a b : ι} (hab : a ≠ b) :
    braid g a b * braid g b a = 1 ∧ braid g a b ^ 8 = 1 := by
  obtain ⟨_, anti, hx⟩ := majorana_rules h
  have hx := hx a b hab
  have rr : ((√2 : ℝ) : ℂ)⁻¹ * ((√2 : ℝ) : ℂ)⁻¹ = (2 : ℂ)⁻¹ := by
    rw [← mul_inv, ← Complex.ofReal_mul, Real.mul_self_sqrt (by norm_num)]
    norm_num
  have h2 : (2 : ℂ) ≠ 0 := two_ne_zero
  constructor
  · have e : (1 + g b * g a) * (1 + g a * g b) = (2 : ℂ) • (1 : A) := by
      rw [anti a b hab, mul_add, mul_one, mul_neg, add_mul, one_mul, hx, two_smul]
      abel
    rw [braid, braid, smul_mul_assoc, mul_smul_comm, smul_smul, rr, e, inv_smul_smul₀ h2]
  · have e : (1 + g b * g a) * (1 + g b * g a) = (2 : ℂ) • (g b * g a) := by
      rw [mul_add, mul_one, add_mul, one_mul, hx, two_smul]
      abel
    have t2 : braid g a b * braid g a b = g b * g a := by
      rw [braid, smul_mul_assoc, mul_smul_comm, smul_smul, rr, e, inv_smul_smul₀ h2]
    have t4 : braid g a b ^ 4 = -1 := by
      rw [show 4 = 2 * 2 from rfl, pow_mul, pow_two, pow_two, t2, hx]
    rw [show 8 = 4 * 2 from rfl, pow_mul, t4, pow_two, neg_mul_neg, one_mul]

/-- For self-adjoint Majoranas every exchange gate is unitary. -/
theorem braid_unitary [StarRing A] [StarModule ℂ A] {g : ι → A} (h : IsMajorana g)
    (hg : ∀ a, star (g a) = g a) {a b : ι} (hab : a ≠ b) :
    star (braid g a b) * braid g a b = 1 ∧ braid g a b * star (braid g a b) = 1 := by
  have e : star (braid g a b) = braid g b a := by
    simp [braid, star_smul, hg]
  rw [e]
  exact ⟨(braid_inverse_and_order h hab.symm).1, (braid_inverse_and_order h hab).1⟩

/-- Moving Majoranas through an exchange gate turns `g_a` into `-g_b` and `g_b` into `g_a`, and
leaves all others unchanged. -/
theorem braid_exchange {g : ι → A} (h : IsMajorana g) {a b : ι} (hab : a ≠ b) :
    g a * braid g a b = -(braid g a b * g b) ∧ g b * braid g a b = braid g a b * g a ∧
      ∀ c, c ≠ a → c ≠ b → g c * braid g a b = braid g a b * g c := by
  obtain ⟨sq, anti, _⟩ := majorana_rules h
  refine ⟨?_, ?_, fun c hca hcb => ?_⟩
  · have e1 : g a * (g b * g a) = -g b := by
      rw [← mul_assoc, anti a b hab, neg_mul, mul_assoc, sq, mul_one]
    have e2 : g b * g a * g b = -g a := by
      rw [mul_assoc, anti a b hab, mul_neg, ← mul_assoc, sq, one_mul]
    rw [braid, mul_smul_comm, smul_mul_assoc, ← smul_neg, mul_add, add_mul, e1, e2, mul_one,
      one_mul]
    congr 1
    abel
  · have e1 : g b * (g b * g a) = g a := by rw [← mul_assoc, sq, one_mul]
    have e2 : g b * g a * g a = g b := by rw [mul_assoc, sq, mul_one]
    rw [braid, mul_smul_comm, smul_mul_assoc, mul_add, add_mul, e1, e2, mul_one, one_mul,
      add_comm]
  · have e : g c * (g b * g a) = g b * g a * g c := by
      rw [← mul_assoc, anti c b hcb, neg_mul, mul_assoc (g b) (g c) (g a), anti c a hca,
        mul_neg, neg_neg, mul_assoc]
    rw [braid, mul_smul_comm, smul_mul_assoc, mul_add, add_mul, e, mul_one, one_mul]

/-- Conjugating one exchange gate by another gives an exchange gate again. -/
theorem braid_conj {g : ι → A} (h : IsMajorana g) {a b c d : ι} (hab : a ≠ b) (hcd : c ≠ d) :
    ∃ c' d', c' ≠ d' ∧ braid g c d * braid g a b = braid g a b * braid g c' d' := by
  obtain ⟨h1, h2, h3⟩ := braid_exchange h hab
  have hσ : ∀ e, g e * braid g a b = braid g a b * g (Equiv.swap a b e) ∨
      g e * braid g a b = -(braid g a b * g (Equiv.swap a b e)) := by
    intro e
    by_cases hea : e = a
    · right; rw [hea, Equiv.swap_apply_left]; exact h1
    by_cases heb : e = b
    · left; rw [heb, Equiv.swap_apply_right]; exact h2
    left; rw [Equiv.swap_apply_of_ne_of_ne hea heb]; exact h3 e hea heb
  have hne : Equiv.swap a b c ≠ Equiv.swap a b d := (Equiv.swap a b).injective.ne hcd
  have hc := hσ c
  have hd := hσ d
  generalize Equiv.swap a b c = c' at hc hne
  generalize Equiv.swap a b d = d' at hd hne
  generalize braid g a b = t at hc hd ⊢
  have key : g d * g c * t = t * (g d' * g c') ∨ g d * g c * t = -(t * (g d' * g c')) := by
    rcases hd with hd | hd <;> rcases hc with hc | hc
    · left; rw [mul_assoc, hc, ← mul_assoc (g d), hd, mul_assoc]
    · right; rw [mul_assoc, hc, mul_neg, ← mul_assoc (g d), hd, mul_assoc]
    · right; rw [mul_assoc, hc, ← mul_assoc (g d), hd, neg_mul, mul_assoc]
    · left; rw [mul_assoc, hc, mul_neg, ← mul_assoc (g d), hd, neg_mul, neg_neg, mul_assoc]
  have lift : ∀ x y : A, x * t = t * y → ∀ r : ℂ, r • (1 + x) * t = t * (r • (1 + y)) := by
    intro x y hxy r
    rw [smul_mul_assoc, mul_smul_comm, add_mul, mul_add, hxy, one_mul, mul_one]
  rcases key with key | key
  · exact ⟨c', d', hne, lift _ _ key _⟩
  · -- a minus sign reverses the order of the exchange
    refine ⟨d', c', hne.symm, lift _ _ ?_ _⟩
    rw [key, (majorana_rules h).2.1 c' d' hne, mul_neg]

/-- The group generated by all exchanges of finitely many Majoranas is finite. -/
theorem braidGroup_finite [Finite ι] {g : ι → A} (h : IsMajorana g) :
    (braidGroup g : Set Aˣ).Finite := by
  refine finite_closure_of_conj ?_ ?_ 7 ?_
  · refine ((Set.finite_range fun p : ι × ι => braid g p.1 p.2).preimage
      (f := fun u : Aˣ => (u : A)) (fun _ _ _ _ e => Units.ext e)).subset ?_
    rintro u ⟨a, b, _, hu⟩
    exact ⟨(a, b), hu.symm⟩
  · rintro u ⟨c, d, hcd, hu⟩ v ⟨a, b, hab, hv⟩
    obtain ⟨c', d', hne, e⟩ := braid_conj h hab hcd
    refine ⟨c', d', hne, ?_⟩
    rw [Units.val_mul, Units.val_mul, mul_assoc, hu, hv, e, ← hv, Units.inv_mul_cancel_left]
  · rintro u ⟨a, b, hab, hu⟩
    apply Units.ext
    rw [Units.val_pow_eq_pow_val, hu, Units.val_one]
    exact (braid_inverse_and_order h hab).2

/-- Some rotation in a given pair of Majoranas is not a limit of braid group elements, even when
these may be multiplied by arbitrary phases. -/
theorem braiding_not_universal [Finite ι] [Nontrivial A] [TopologicalSpace A] [T2Space A]
    [ContinuousSMul ℂ A] {g : ι → A} (h : IsMajorana g) {a b : ι} (hab : a ≠ b) :
    ∃ θ : ℝ, rotation g a b θ ∉
      closure {x : A | ∃ z : ℂ, ‖z‖ = 1 ∧ ∃ u ∈ braidGroup g, x = z • (u : A)} := by
  obtain ⟨sq, anti, hxx⟩ := majorana_rules h
  -- 1 and g_b g_a are linearly independent
  have indep : ∀ p q : ℂ, p • (1 : A) + q • (g b * g a) = 0 → p = 0 ∧ q = 0 := by
    intro p q h0
    have hc : g a * (g b * g a) * g a = -(g b * g a) := by
      rw [← mul_assoc, anti a b hab, neg_mul, neg_mul, mul_assoc (g b * g a), sq, mul_one]
    have h1 := congrArg (fun y => g a * y * g a) h0
    simp only [mul_add, add_mul, mul_smul_comm, smul_mul_assoc, mul_one, sq, hc, mul_zero,
      zero_mul, smul_neg] at h1
    have h2 : (2 * p) • (1 : A) = 0 := by linear_combination (norm := module) h0 + h1
    have hp : p = 0 := by
      rcases smul_eq_zero.1 h2 with h3 | h3
      · simpa using h3
      · exact absurd h3 one_ne_zero
    rw [hp, zero_smul, zero_add] at h0
    refine ⟨hp, (smul_eq_zero.1 h0).resolve_right fun h3 => ?_⟩
    have h4 := hxx a b hab
    rw [h3, mul_zero] at h4
    exact one_ne_zero (neg_eq_zero.1 h4.symm)
  -- phases times a finite group form a compact, hence closed, set
  have hcl : IsClosed {x : A | ∃ z : ℂ, ‖z‖ = 1 ∧ ∃ u ∈ braidGroup g, x = z • (u : A)} := by
    have hK := ((isCompact_sphere (0 : ℂ) 1).prod
      ((braidGroup_finite h).image (fun u : Aˣ => (u : A))).isCompact).image
        (continuous_smul : Continuous fun p : ℂ × A => p.1 • p.2)
    convert hK.isClosed using 1
    ext x
    constructor
    · rintro ⟨z, hz, u, hu, rfl⟩
      exact ⟨(z, (u : A)), ⟨by simpa using hz, ⟨u, hu, rfl⟩⟩, rfl⟩
    · rintro ⟨⟨z, y⟩, ⟨hz, ⟨u, hu, rfl⟩⟩, rfl⟩
      exact ⟨z, by simpa using hz, u, hu, rfl⟩
  rw [hcl.closure_eq]
  by_contra hcon
  have hall : ∀ n : ℕ, ∃ z : ℂ, ∃ u : braidGroup g,
      rotation g a b (Real.arctan n) = z • ((u : Aˣ) : A) := by
    intro n
    by_contra hn
    exact hcon ⟨_, fun ⟨z, _, u, hu, e⟩ => hn ⟨z, ⟨u, hu⟩, e⟩⟩
  choose z u hzu using hall
  have : Finite (braidGroup g) := (braidGroup_finite h).to_subtype
  -- two rotations with different tangents would be proportional
  obtain ⟨n, m, hnm, hu⟩ := Finite.exists_ne_map_eq_of_infinite u
  have hcos : ∀ k : ℕ, ((Real.cos (Real.arctan k) : ℝ) : ℂ) ≠ 0 := fun k =>
    Complex.ofReal_ne_zero.2 (Real.cos_arctan_pos k).ne'
  have hsin : ∀ k : ℕ, ((Real.sin (Real.arctan k) : ℝ) : ℂ) =
      (k : ℂ) * ((Real.cos (Real.arctan k) : ℝ) : ℂ) := by
    intro k
    have e := Real.tan_arctan (k : ℝ)
    rw [Real.tan_eq_sin_div_cos, div_eq_iff (Real.cos_arctan_pos k).ne'] at e
    rw [e, Complex.ofReal_mul, Complex.ofReal_natCast]
  have hz : z m • rotation g a b (Real.arctan n) = z n • rotation g a b (Real.arctan m) := by
    rw [hzu n, hzu m, hu, smul_smul, smul_smul, mul_comm]
  unfold rotation at hz hzu
  obtain ⟨hp, hq⟩ := indep
    (z m * ((Real.cos (Real.arctan n) : ℝ) : ℂ) - z n * ((Real.cos (Real.arctan m) : ℝ) : ℂ))
    (z m * ((Real.sin (Real.arctan n) : ℝ) : ℂ) - z n * ((Real.sin (Real.arctan m) : ℝ) : ℂ))
    (by linear_combination (norm := module) hz)
  rw [hsin n, hsin m] at hq
  have h0 : z m * (((Real.cos (Real.arctan n) : ℝ) : ℂ) * ((n : ℂ) - m)) = 0 := by
    linear_combination hq - (m : ℂ) * hp
  have hzm : z m = 0 := (mul_eq_zero.1 h0).resolve_right
    (mul_ne_zero (hcos n) (sub_ne_zero.2 (Nat.cast_injective.ne hnm)))
  have hm := hzu m
  rw [hzm, zero_smul] at hm
  exact hcos m (indep _ _ hm).1

/-- The three Pauli matrices. -/
def pauli : Fin 3 → Matrix (Fin 2) (Fin 2) ℂ :=
  ![!![0, 1; 1, 0], !![0, -Complex.I; Complex.I, 0], !![1, 0; 0, -1]]

/-- The three Pauli matrices are self-adjoint and satisfy the Majorana relations. -/
theorem pauli_witness : IsMajorana pauli ∧ ∀ a, star (pauli a) = pauli a := by
  constructor
  · intro a b
    fin_cases a <;> fin_cases b <;> ext i j <;> fin_cases i <;> fin_cases j <;>
      norm_num [pauli, Matrix.mul_apply, Fin.sum_univ_succ, Matrix.one_apply]
  · intro a
    fin_cases a <;> ext i j <;> fin_cases i <;> fin_cases j <;>
      simp [pauli, Matrix.star_apply]

end

end MajoranaBraiding
```

```lean
#print axioms MajoranaBraiding.braid_unitary
-- 'MajoranaBraiding.braid_unitary' depends on axioms: [propext, Classical.choice, Quot.sound]
#print axioms MajoranaBraiding.braidGroup_finite
-- 'MajoranaBraiding.braidGroup_finite' depends on axioms: [propext, Classical.choice, Quot.sound]
#print axioms MajoranaBraiding.braiding_not_universal
-- 'MajoranaBraiding.braiding_not_universal' depends on axioms: [propext, Classical.choice, Quot.sound]
```

## How the proof follows the algebra

`braid_exchange` moves Majoranas through a gate; `braid_conj` tracks the indices with `Equiv.swap` and splits into four sign cases. In `finite_closure_of_conj`, `pull` collects equal letters and `hs` shortens words by strong induction; `braidGroup_finite` applies it with `k = 7`. In the last theorem, `indep` is the independence argument, `hcl` the closedness, and the pigeonhole principle finds two rotations proportional to the same group element.

## Two Majoranas, and Pauli strings

With two Majoranas in a nontrivial algebra, the group is cyclic of order eight, generated by B_ab, the rotation by θ = π/4. It misses θ = π/8, even up to a phase.

The same word argument, done by hand, shows that the gates (1 + iP)/√2, with P running over all signed Pauli strings on n qubits, generate a finite group.
